# Spin-reversal symmetry of an energy on finitely many ±1 sites means that all odd cluster coefficients vanish

A single spin σ = ±1 with energy J₀ + J₁σ has the thermal average −tanh(βJ₁) at inverse temperature β; reversing the spin leaves the energy unchanged exactly when J₁ = 0, and the average is then zero at every β. For any finite number of sites, the Lean file below proves the same link between reversal symmetry, the coefficients on odd numbers of sites and the odd correlations.

```lean
import Mathlib

open Finset

namespace SpinFlipClusterExpansion

noncomputable section

/-- A configuration assigns a spin `1` or `-1` to every site. -/
abbrev Config (ι : Type*) := ι → ℤˣ

/-- The real value of a spin. -/
def spin (s : ℤˣ) : ℝ := ((s : ℤ) : ℝ)

variable {ι : Type*}

/-- The cluster function of `S`: the product of the spins on the sites of `S`. -/
def cluster (S : Finset ι) (σ : Config ι) : ℝ := ∏ i ∈ S, spin (σ i)

/-- Reversing all spins multiplies a cluster function by `-1` for each site of the cluster. -/
theorem cluster_neg (S : Finset ι) (σ : Config ι) :
    cluster S (-σ) = (-1) ^ S.card * cluster S σ := by
  have h : ∀ i, spin ((-σ) i) = (-1) * spin (σ i) := by
    intro i
    simp [spin]
  simp only [cluster, h, prod_mul_distrib, prod_const]

variable [Fintype ι] [DecidableEq ι]

/-- The cluster coefficient of an energy `F` on `S`: the average of `F` times the cluster
function over all configurations with equal weight. -/
def coeff (F : Config ι → ℝ) (S : Finset ι) : ℝ :=
  (∑ σ, F σ * cluster S σ) / 2 ^ Fintype.card ι

/-- The Boltzmann average of an observable `A` for the energy `F` at inverse temperature `β`. -/
def thermalAverage (β : ℝ) (F A : Config ι → ℝ) : ℝ :=
  (∑ σ, Real.exp (-β * F σ) * A σ) / ∑ σ, Real.exp (-β * F σ)

omit [DecidableEq ι] in
/-- Completeness: summed over all clusters, the product of cluster functions at two
configurations is zero unless the configurations agree, and then it is `2 ^ N` for `N` sites. -/
theorem cluster_completeness (σ τ : Config ι) :
    ∑ S : Finset ι, cluster S σ * cluster S τ
      = if σ = τ then (2 : ℝ) ^ Fintype.card ι else 0 := by
  -- the sum over clusters factorises over sites
  have h : ∑ S : Finset ι, cluster S σ * cluster S τ
      = ∏ i, (1 + spin (σ i) * spin (τ i)) := by
    rw [Finset.prod_one_add, Finset.powerset_univ]
    simp only [cluster, prod_mul_distrib]
  rw [h]
  split_ifs with e
  · rw [e]
    have h2 : ∀ i, 1 + spin (τ i) * spin (τ i) = 2 := by
      intro i
      rcases Int.units_eq_one_or (τ i) with a | a <;> simp [spin, a] <;> norm_num
    simp only [h2, prod_const, Finset.card_univ]
  · obtain ⟨i, hi⟩ := Function.ne_iff.mp e
    apply prod_eq_zero (mem_univ i)
    rcases Int.units_eq_one_or (σ i) with a | a <;>
      rcases Int.units_eq_one_or (τ i) with b | b <;> simp [spin, a, b] at hi ⊢

/-- Orthogonality: summed over all configurations, the product of two cluster functions is
zero for different clusters and `2 ^ N` for equal ones, with `N` the number of sites. -/
theorem cluster_orthogonality (S T : Finset ι) :
    ∑ σ : Config ι, cluster S σ * cluster T σ
      = if S = T then (2 : ℝ) ^ Fintype.card ι else 0 := by
  -- the sum over configurations factorises into sums over single spins
  have h : ∑ σ : Config ι, cluster S σ * cluster T σ
      = ∏ i, ∑ s : ℤˣ, (if i ∈ S then spin s else 1) * (if i ∈ T then spin s else 1) := by
    rw [prod_univ_sum, Fintype.piFinset_univ]
    refine sum_congr rfl fun σ _ => ?_
    rw [prod_mul_distrib]
    simp only [cluster, prod_ite_mem, univ_inter]
  have u : ∀ g : ℤˣ → ℝ, ∑ s, g s = g 1 + g (-1) := by
    intro g
    have hu : (univ : Finset ℤˣ) = {1, -1} := by decide
    rw [hu, sum_pair (by decide)]
  rw [h]
  split_ifs with e
  · rw [e]
    have h2 : ∀ i, ∑ s : ℤˣ, (if i ∈ T then spin s else 1) * (if i ∈ T then spin s else 1)
        = 2 := by
      intro i
      rw [u]
      by_cases a : i ∈ T <;> simp [spin, a] <;> norm_num
    rw [prod_congr rfl (fun i _ => h2 i), prod_const, Finset.card_univ]
  · have hex : ∃ i, ¬(i ∈ S ↔ i ∈ T) := by
      by_contra hc
      exact e (Finset.ext fun i => not_not.mp fun hi => hc ⟨i, hi⟩)
    obtain ⟨i, hi⟩ := hex
    apply prod_eq_zero (mem_univ i)
    rw [u]
    by_cases a : i ∈ S <;> by_cases b : i ∈ T <;> simp [spin, a, b] at hi ⊢

/-- Every energy function of the spins equals its cluster expansion. -/
theorem cluster_expansion (F : Config ι → ℝ) (σ : Config ι) :
    F σ = ∑ S, coeff F S * cluster S σ := by
  have h2 : (2 : ℝ) ^ Fintype.card ι ≠ 0 := by positivity
  symm
  calc ∑ S, coeff F S * cluster S σ
      = (∑ τ, F τ * ∑ S, cluster S τ * cluster S σ) / 2 ^ Fintype.card ι := by
        simp only [coeff, div_mul_eq_mul_div, ← sum_div, sum_mul, mul_sum]
        rw [sum_comm]
        simp only [mul_assoc]
    _ = F σ := by
        simp only [cluster_completeness, mul_ite, mul_zero, sum_ite_eq', mem_univ, if_true]
        exact mul_div_cancel_right₀ _ h2

/-- The interactions `J` in any cluster expansion of `F` are the cluster coefficients of `F`. -/
theorem coeff_unique (F : Config ι → ℝ) (J : Finset ι → ℝ)
    (h : ∀ σ, F σ = ∑ S, J S * cluster S σ) (T : Finset ι) : J T = coeff F T := by
  have h2 : (2 : ℝ) ^ Fintype.card ι ≠ 0 := by positivity
  have hp : ∑ σ, F σ * cluster T σ = J T * 2 ^ Fintype.card ι := by
    calc ∑ σ, F σ * cluster T σ
        = ∑ S, J S * ∑ σ, cluster S σ * cluster T σ := by
          simp only [h, sum_mul, mul_sum]
          rw [sum_comm]
          simp only [mul_assoc]
      _ = J T * 2 ^ Fintype.card ι := by
          simp only [cluster_orthogonality, mul_ite, mul_zero, sum_ite_eq', mem_univ, if_true]
  rw [coeff, hp, mul_div_cancel_right₀ _ h2]

/-- A function unchanged by global spin reversal has zero overlap with every cluster function
on an odd number of sites. -/
theorem odd_overlap_zero {F : Config ι → ℝ} (hF : ∀ σ, F (-σ) = F σ)
    {S : Finset ι} (hS : Odd S.card) : ∑ σ, F σ * cluster S σ = 0 := by
  -- relabelling the configurations by σ ↦ -σ changes the sign of the sum
  have h := Equiv.sum_comp (Equiv.neg (Config ι)) (fun σ => F σ * cluster S σ)
  simp only [Equiv.neg_apply, cluster_neg, hF, hS.neg_one_pow, neg_mul, one_mul, mul_neg,
    sum_neg_distrib] at h
  linarith

/-- An energy is unchanged by global spin reversal if and only if all its cluster coefficients
on odd numbers of sites vanish. -/
theorem spin_flip_symmetric_iff (F : Config ι → ℝ) :
    (∀ σ, F (-σ) = F σ) ↔ ∀ S : Finset ι, Odd S.card → coeff F S = 0 := by
  constructor
  · intro hF S hS
    rw [coeff, odd_overlap_zero hF hS, zero_div]
  · intro h σ
    rw [cluster_expansion F (-σ), cluster_expansion F σ]
    refine sum_congr rfl fun S _ => ?_
    rcases Nat.even_or_odd S.card with he | ho
    · rw [cluster_neg, he.neg_one_pow, one_mul]
    · rw [h S ho, zero_mul, zero_mul]

/-- If all odd cluster coefficients of the energy vanish, every odd-cluster correlation in the
Boltzmann distribution is zero at any inverse temperature. -/
theorem odd_correlation_zero (F : Config ι → ℝ)
    (hF : ∀ S : Finset ι, Odd S.card → coeff F S = 0) (β : ℝ)
    (S : Finset ι) (hS : Odd S.card) : thermalAverage β F (cluster S) = 0 := by
  have hE := (spin_flip_symmetric_iff F).mpr hF
  -- the Boltzmann weight inherits the symmetry of the energy
  have e : ∑ σ, Real.exp (-β * F σ) * cluster S σ = 0 :=
    odd_overlap_zero (F := fun σ => Real.exp (-β * F σ)) (fun σ => by simp only [hE σ]) hS
  rw [thermalAverage, e, zero_div]

/-- If all odd-cluster correlations vanish at one nonzero inverse temperature, then all odd
cluster coefficients of the energy vanish. -/
theorem odd_coeff_zero_of_correlations (F : Config ι → ℝ) {β : ℝ} (hβ : β ≠ 0)
    (h : ∀ S : Finset ι, Odd S.card → thermalAverage β F (cluster S) = 0) :
    ∀ S : Finset ι, Odd S.card → coeff F S = 0 := by
  have hZ : 0 < ∑ σ, Real.exp (-β * F σ) :=
    sum_pos (fun _ _ => Real.exp_pos _) univ_nonempty
  -- the Boltzmann weight has no odd cluster coefficients, so it is symmetric
  have hw := (spin_flip_symmetric_iff (fun σ => Real.exp (-β * F σ))).mpr (fun S hS => by
    have hc := h S hS
    rw [thermalAverage, div_eq_zero_iff] at hc
    show (∑ σ, Real.exp (-β * F σ) * cluster S σ) / (2 : ℝ) ^ Fintype.card ι = 0
    rw [hc.resolve_right hZ.ne', zero_div])
  -- taking logarithms returns the symmetry of the energy
  refine (spin_flip_symmetric_iff F).mp fun σ => ?_
  have he : -β * F (-σ) = -β * F σ := Real.exp_injective (hw σ)
  exact mul_left_cancel₀ (neg_ne_zero.mpr hβ) he

end

end SpinFlipClusterExpansion
```

```lean
#print axioms SpinFlipClusterExpansion.coeff_unique
#print axioms SpinFlipClusterExpansion.spin_flip_symmetric_iff
#print axioms SpinFlipClusterExpansion.odd_correlation_zero
#print axioms SpinFlipClusterExpansion.odd_coeff_zero_of_correlations
```

```
'SpinFlipClusterExpansion.coeff_unique' depends on axioms: [propext, Classical.choice, Quot.sound]
'SpinFlipClusterExpansion.spin_flip_symmetric_iff' depends on axioms: [propext, Classical.choice, Quot.sound]
'SpinFlipClusterExpansion.odd_correlation_zero' depends on axioms: [propext, Classical.choice, Quot.sound]
'SpinFlipClusterExpansion.odd_coeff_zero_of_correlations' depends on axioms: [propext, Classical.choice, Quot.sound]
```

## Symmetry, coefficients and correlations

In a binary alloy, each lattice site i carries σᵢ = 1 for one species and σᵢ = −1 for the other. Exchanging the two species everywhere turns the configuration σ into −σ. The question is which interactions an energy F may contain if this exchange leaves it unchanged, and what the symmetry does to thermal averages. In a magnet, the same operation reverses every spin.

For a cluster S, meaning any subset of the N sites, the cluster function Φ_S(σ) is the product of the spins σᵢ with i in S. The empty cluster has Φ = 1. The coefficient of F on S is

c_S = 2⁻ᴺ Σ_σ F(σ) Φ_S(σ),

where the sum runs over all 2ᴺ configurations. The thermal average of an observable A is

⟨A⟩ = Σ_σ exp(−βF(σ)) A(σ) / Z, with Z = Σ_σ exp(−βF(σ)).

Three theorems carry the result:

- `spin_flip_symmetric_iff`: F(−σ) = F(σ) for every σ if and only if c_S = 0 for every S with an odd number of sites.
- `odd_correlation_zero`: if all these odd coefficients vanish, then ⟨Φ_S⟩ = 0 for every odd S and every real β.
- `odd_coeff_zero_of_correlations`: if ⟨Φ_S⟩ = 0 for every odd S at one β ≠ 0, then all odd coefficients vanish.

The last theorem has to exclude β = 0, because there every configuration has the same weight and all odd correlations vanish whatever F is.

## How the Lean objects encode the alloy

The finite type `ι` is the set of sites. A configuration is a map from `ι` to `ℤˣ`, the invertible integers, which are exactly 1 and −1; `spin` converts such a value to a real number. Φ_S is `cluster S`, c_S is `coeff F S`, and ⟨A⟩ is `thermalAverage β F A`. The condition `Odd S.card` says that the cluster has an odd number of sites.

The letter F stands for the energy of a configuration, not for a Helmholtz free energy. It is an arbitrary real function, with no assumption about range, lattice geometry or translation symmetry. Each subset of sites has its own coefficient, whereas alloy work often groups equivalent clusters and includes their multiplicity in the formula.

The thermal average runs over all configurations, so the composition is free to vary. A chemical potential difference between the species therefore belongs in F, where it contributes to the one-site coefficients. An ensemble at fixed composition is a different average, and so is an infinite-volume state with spontaneous order.

The step from this model to a real alloy is the assignment of an energy to each occupation of an ideal lattice, with relaxations either ignored or already included in F, and vibrations ignored. Two different species do not in general have the exchange symmetry. The energies of the two pure crystals usually differ; a chemical potential difference can make them equal, but it leaves any triplet and higher odd terms unchanged. If F for a finite two-species cell, including any chemical potential term, does have the symmetry exactly, then its full cluster expansion has no point, triplet or higher odd terms. Converged Monte Carlo averages of odd clusters in such a cell, with the composition free, then tend to zero. A fit to a limited set of configurations can still return non-zero odd terms.

## Why the cluster functions form a complete set

Take two configurations σ and τ. Expanding a product over sites gives one term for each subset S, so

Σ_S Φ_S(σ) Φ_S(τ) = ∏ᵢ (1 + σᵢτᵢ).

A factor is 2 where the spins agree and 0 where they differ. The product is therefore 2ᴺ if σ = τ and 0 otherwise. This is `cluster_completeness`: `Finset.prod_one_add` performs the expansion, and the case split on `σ = τ` evaluates the factors.

Inserting the definition of c_S and exchanging the sums gives

Σ_S c_S Φ_S(σ) = 2⁻ᴺ Σ_τ F(τ) Σ_S Φ_S(τ) Φ_S(σ) = F(σ).

So every F equals its cluster expansion, which is `cluster_expansion`; `sum_comm` is the exchange of sums.

The coefficients are also unique. The sum Σ_σ Φ_S(σ) Φ_T(σ) factorises into one sum over s = ±1 for each site. A site in both clusters gives s² summed, which is 2; a site in neither gives 1 + 1 = 2; a site in exactly one gives 1 − 1 = 0. Hence the sum is 2ᴺ if S = T and 0 otherwise, as `cluster_orthogonality` states. If F = Σ_S J_S Φ_S holds on every configuration, multiplying by Φ_T and summing over σ gives

Σ_σ F(σ) Φ_T(σ) = 2ᴺ J_T,

so J_T = c_T. This is `coeff_unique`. It concerns an exact expansion over all clusters, not a fit to a truncated set.

## Reversal removes the odd terms

Reversing all spins puts a factor −1 on each site of the cluster:

Φ_S(−σ) = (−1)^|S| Φ_S(σ),

where |S| is the number of sites in S. The lemma `cluster_neg` proves this by pulling the factor out of each spin.

Suppose that F(−σ) = F(σ) and |S| is odd. Since σ → −σ only relabels the configurations,

Σ_σ F(σ) Φ_S(σ) = Σ_σ F(−σ) Φ_S(−σ) = −Σ_σ F(σ) Φ_S(σ).

A number equal to its own negative is zero. In `odd_overlap_zero`, `Equiv.sum_comp` does the relabelling and `linarith` draws the conclusion. Division by 2ᴺ gives c_S = 0, the forward direction of `spin_flip_symmetric_iff`.

For the other direction, suppose that all odd coefficients vanish. The expansion of F at −σ is

F(−σ) = Σ_S c_S (−1)^|S| Φ_S(σ).

Terms with |S| even are unchanged, and terms with |S| odd are zero, so the sum is F(σ). The Lean proof expands both sides with `cluster_expansion` and compares them cluster by cluster, splitting on the parity of `S.card`.

## From the energy to the Boltzmann distribution and back

If all odd coefficients of F vanish, F is symmetric by the equivalence just shown. Its Boltzmann weight w(σ) = exp(−βF(σ)) then satisfies w(−σ) = w(σ). The relabelling argument used only the symmetry of the function, so it applies to w as well:

Σ_σ w(σ) Φ_S(σ) = 0 for |S| odd.

Dividing by Z gives ⟨Φ_S⟩ = 0. The proof of `odd_correlation_zero` does exactly this, calling `odd_overlap_zero` with the weight in place of the energy.

Conversely, let all odd correlations vanish at some β ≠ 0. Z is a sum of positive terms over at least one configuration, so Z > 0, and each numerator Σ_σ w(σ) Φ_S(σ) with |S| odd must be zero. These numerators are 2ᴺ times the odd cluster coefficients of w. The equivalence, applied to w, gives w(−σ) = w(σ), that is

exp(−βF(−σ)) = exp(−βF(σ)).

The exponential is injective, so −βF(−σ) = −βF(σ), and dividing by −β gives F(−σ) = F(σ). Applying the equivalence once more, now to F, shows that its odd coefficients vanish. In `odd_coeff_zero_of_correlations`, `hZ` is the positivity of Z, `hw` is the symmetry of the weight, and `Real.exp_injective` followed by `mul_left_cancel₀` recovers the symmetry of the energy.
